# Entries of B⁻¹U⁻¹T⁻¹ + S are bounded independently of the scales in B and S

The theorem `core_entry_bound` concerns real square matrices over a finite index set and a list of real scales d_i, which may be as large or as small as one likes. Each scale is split between two diagonal matrices, B with entries max(1, |d_i|) and S with entries d_i / max(1, |d_i|), and the core matrix is M = B⁻¹U⁻¹T⁻¹ + S. The claim is that each entry of M is at most, in absolute value, that of the matching entry of U⁻¹T⁻¹ plus one, so that widely spread scales cannot make the entries of M large when U and T are fixed. Invertibility of U and T is not a hypothesis: Mathlib sets the inverse of a singular matrix to zero, and the bound holds there too. The proof splits an entry of M into its two summands, applies the triangle inequality, and uses the fact that the entries of B⁻¹ and S are at most one in absolute value.

Lean 4 with Mathlib refuses this proof:

```lean
import Mathlib

open Matrix

namespace CoreEntryBound

noncomputable section

variable {n : Type*} [Fintype n] [DecidableEq n]

/-- The diagonal matrix `B` of large scales, with entries `max(1, |d_i|)`. -/
def largeScale (d : n → ℝ) : Matrix n n ℝ :=
  diagonal (fun i => max 1 |d i|)

/-- The diagonal matrix `S = B⁻¹ D` of small scales, where `D = diag(d_i)`. -/
def smallScale (d : n → ℝ) : Matrix n n ℝ :=
  (largeScale d)⁻¹ * diagonal d

/-- The core matrix `M = B⁻¹ U⁻¹ T⁻¹ + S`, for invertible `U` and `T`. -/
def core (U T : Matrix n n ℝ) (d : n → ℝ) : Matrix n n ℝ :=
  (largeScale d)⁻¹ * U⁻¹ * T⁻¹ + smallScale d

omit [Fintype n] [DecidableEq n] in
/-- Every large scale `max(1, |d_i|)` is positive. -/
lemma scale_pos (d : n → ℝ) (i : n) : 0 < max 1 |d i| :=
  lt_of_lt_of_le one_pos (le_max_left _ _)

/-- The matrix of large scales is invertible, and its inverse is the diagonal matrix
with entries `1 / max(1, |d_i|)`. -/
theorem largeScale_inverse (d : n → ℝ) :
    IsUnit (largeScale d).det ∧
      (largeScale d)⁻¹ = diagonal (fun i => (max 1 |d i|)⁻¹) := by
  have h : largeScale d * diagonal (fun i => (max 1 |d i|)⁻¹) = 1 := by
    rw [largeScale, diagonal_mul_diagonal, ← diagonal_one]
    congr 1
    funext i
    exact mul_inv_cancel₀ (scale_pos d i).ne'
  refine ⟨?_, inv_eq_right_inv h⟩
  rw [largeScale, det_diagonal]
  exact (Finset.prod_pos fun i _ => scale_pos d i).ne'.isUnit

/-- The matrix `S` is diagonal with entries `d_i / max(1, |d_i|)`. -/
lemma smallScale_eq (d : n → ℝ) :
    smallScale d = diagonal (fun i => (max 1 |d i|)⁻¹ * d i) := by
  rw [smallScale, (largeScale_inverse d).2, diagonal_mul_diagonal]

/-- All entries of `B⁻¹` and of `S` lie between `-1` and `1`. -/
theorem entries_le_one (d : n → ℝ) (i j : n) :
    |(largeScale d)⁻¹ i j| ≤ 1 ∧ |smallScale d i j| ≤ 1 := by
  rw [(largeScale_inverse d).2, smallScale_eq]
  by_cases hij : i = j
  · subst hij
    simp only [diagonal_apply_eq]
    have hp := inv_pos.mpr (scale_pos d i)
    constructor
    · rw [abs_of_pos hp]
      exact inv_le_one_of_one_le₀ (le_max_left _ _)
    · rw [abs_mul, abs_of_pos hp, ← div_eq_inv_mul, div_le_one (scale_pos d i)]
      exact le_max_right _ _
  · simp [diagonal_apply_ne _ hij]

/-- Each entry of `M` is at most the matching entry of `U⁻¹ T⁻¹` plus one in absolute value,
whatever the scales `d_i`. -/
theorem core_entry_bound (U T : Matrix n n ℝ) (d : n → ℝ) (i j : n) :
    |core U T d i j| ≤ |(U⁻¹ * T⁻¹) i j| + 1 := by
  have hB := (entries_le_one d i i).1
  have hS := (entries_le_one d i j).2
  rw [(largeScale_inverse d).2, diagonal_apply_eq] at hB
  rw [core, mul_assoc, add_apply, (largeScale_inverse d).2, diagonal_mul]
  refine (abs_add_le _ _).trans (add_le_add ?_ hS)
  rw [abs_mul]
  exact mul_le_of_le_one_left (abs_nonneg _) hB

end

end CoreEntryBound
```

Lean reports:

```
Main.lean:69:23: error: Ambiguous term
  add_apply
Possible interpretations:
  _root_.add_apply : ∀ (f g : ?m.81) (x : ?m.82), (f + g) x = f x + g x
  
  Matrix.add_apply : ∀ (A B : Matrix ?m.81 ?m.82 ?m.83) (i : ?m.81) (j : ?m.82), (A + B) i j = A i j + B i j
Main.lean:65:48: error: unsolved goals
n : Type u_1
inst✝¹ : Fintype n
inst✝ : DecidableEq n
U T : Matrix n n ℝ
d : n → ℝ
i j : n
hB : |(max 1 |d i|)⁻¹| ≤ 1
hS : |smallScale d i j| ≤ 1
⊢ |((largeScale d)⁻¹ * (U⁻¹ * T⁻¹) + smallScale d) i j| ≤ |(U⁻¹ * T⁻¹) i j| + 1
```

The first message says that `add_apply` has two possible readings. Because the file has `open Matrix`, the short name can mean `Matrix.add_apply`, about entries of a sum of matrices, as well as `_root_.add_apply`, about a sum of functions applied to a single argument. `rw` elaborates the lemma's name before matching it against the goal, so the matrix entry in the goal did not settle the choice.

The second message follows from the first. Its goal shows the state after `core` and `mul_assoc` had been rewritten: the sum is still under one pair of indices `i j`, because the rewrite that would split it never took place. The bounds `hB` and `hS` are already there, but the steps that use them were not reached.

The diff's only change is to write `Matrix.add_apply` in full. This removes the ambiguity and turns the entry of the sum into a sum of entries. The remaining rewrites then bring out the diagonal factor of B⁻¹, and the rest of the proof goes through as written.

Lean accepts the file once it reads:

```diff
@@ -67,5 +67,5 @@
   have hS := (entries_le_one d i j).2
   rw [(largeScale_inverse d).2, diagonal_apply_eq] at hB
-  rw [core, mul_assoc, add_apply, (largeScale_inverse d).2, diagonal_mul]
+  rw [core, mul_assoc, Matrix.add_apply, (largeScale_inverse d).2, diagonal_mul]
   refine (abs_add_le _ _).trans (add_le_add ?_ hS)
   rw [abs_mul]
```
